# Shanks' transform of three successive partial sums is a Padé approximant when the first added term is nonzero

A code that extrapolates a perturbation energy from three partial sums can return an enormous number when two successive contributions are nearly equal. If the extrapolation is known only as a formula acting on three numbers, the output doesn't show whether rounding or the approximation itself is to blame. Written as a rational function of the coupling, the same formula has a visible denominator, and its zero can be computed from two coefficients.

## A linear denominator from two coefficients

Let $c_0,c_1,\ldots$ be the coefficients of a series in the coupling $X$, taken from any field. Let
$$T_N=\sum_{k<N}c_kX^k$$
be the sum of its first $N$ terms, so that $T_{n+2}$ is the partial sum through degree $n+1$. For three members $a,b,d$ of a sequence, Shanks' transform is
$$\frac{da-b^2}{d+a-2b}.$$
This is the first-order transform, also called Aitken's $\Delta^2$ process. The higher-order transforms, which use more than three members, are not treated.

For $n\ge 0$ put
$$q=c_n-c_{n+1}X,\qquad p=q\,T_n+c_n^2X^n .$$
If $c_n\ne0$, the transform of $T_n,T_{n+1},T_{n+2}$ is well defined and equals $p/q$ as a rational function. Here $\deg p\le n$, $\deg q\le1$ and $q(0)\neq0$, and $X^{n+2}$ divides $p-q\,T_{n+2}$. These are the defining properties of the $[n/1]$ Padé approximant.

## Extrapolated energies and nearly equal contributions

A code that accumulates Møller–Plesset energies order by order and then applies Shanks' transform is evaluating this approximant at one coupling $x$, usually $x=1$. The approximant uses finitely many orders and has at most one simple pole, so it cannot reproduce a branch point of the exact energy.

Dividing $p$ by $q$ gives a convenient form for evaluation:
$$\frac{p(x)}{q(x)}=T_n(x)+\frac{c_n^2x^n}{c_n-c_{n+1}x}.$$
When the individual terms are stored, this form avoids subtracting products of nearly equal sums. It also locates the trouble: for $c_{n+1}\ne0$ the denominator vanishes at $x=c_n/c_{n+1}$. At $x=1$, if $c_n$ and $c_{n+1}$ are nonzero and their ratio is close to 1, the code is therefore working close to a pole of the approximant. More digits in the arithmetic won't remove that pole, although errors in the two coefficients shift its computed position.

## Cancelling the common factor $-X^n$

The next two partial sums are
$$T_{n+1}=T_n+c_nX^n,\qquad T_{n+2}=T_n+c_nX^n+c_{n+1}X^{n+1}.$$

**Degrees.** Every term of $T_n$ has degree at most $n-1$, and $q$ has degree at most one. Hence $qT_n$, and with it $p$, has degree at most $n$. For $n=0$ the sum $T_0$ is empty and $p=c_0^2$.

**Residual.** Substituting $T_{n+2}$ gives
$$\begin{aligned}
p-qT_{n+2}&=c_n^2X^n-q\,(c_nX^n+c_{n+1}X^{n+1})\\
&=X^n\left[c_n^2-(c_n-c_{n+1}X)(c_n+c_{n+1}X)\right]\\
&=c_{n+1}^2X^{n+2}.
\end{aligned}$$
The full formal series $f=\sum_k c_kX^k$ differs from $T_{n+2}$ only from degree $n+2$ on, and
$$p-qf=(p-qT_{n+2})-q\,(f-T_{n+2}),$$
so $X^{n+2}$ divides $p-qf$ too. If $c_n\neq0$, then $q$ is invertible as a power series, and $p/q$ reproduces the series through degree $n+1$.

**Uniqueness.** Suppose $\deg P\le n$, $\deg Q\le1$ and $X^{n+2}$ divides $P-QT_{n+2}$. Then
$$Pq-pQ=(P-QT_{n+2})\,q-(p-qT_{n+2})\,Q$$
is divisible by $X^{n+2}$ but has degree at most $n+1$. It is therefore zero, and $Pq=pQ$.

**Shanks' transform.** Its denominator is
$$T_{n+2}+T_n-2T_{n+1}=c_{n+1}X^{n+1}-c_nX^n=-X^nq.$$
Its numerator is
$$\begin{aligned}
T_{n+2}T_n-T_{n+1}^2
&=T_n\,(c_{n+1}X^{n+1}-c_nX^n)-c_n^2X^{2n}\\
&=-X^n\,(qT_n+c_n^2X^n)=-X^np.
\end{aligned}$$
If $c_n\ne0$, then $q$ is not the zero polynomial, the factor $-X^n$ cancels, and $p/q$ remains.

**Smallest case.** For $n=0$ the three sums are $0$, $c_0$ and $c_0+c_1X$, and the transform is $c_0^2/(c_0-c_1X)$. This is the geometric series with first term $c_0$ and ratio $(c_1/c_0)X$.

**A single geometric transient.** Take the values $L+a$, $L+ar$ and $L+ar^2$, where $a$ is now the amplitude of the transient. The second difference is $a(r-1)^2$, and the numerator is
$$(L+ar^2)(L+a)-(L+ar)^2=La(r-1)^2.$$
For $a\neq0$ and $r\ne1$ the quotient is exactly $L$.

**When $c_n=0$.** Take $n=1$, $c_0=1$, $c_1=0$, $c_2=1$. The sums are $1$, $1$ and $1+X^2$, and their transform is $X^2/X^2=1$. Here $p=q=-X$, so the transform still equals $p/q$ and $p-qT_3=X^3$ is still divisible by $X^3$. But $q(0)=0$, and the quotient $1$ misses the $X^2$ term that it should reproduce.

## The Lean file

```lean
import Mathlib

open Polynomial

namespace ShanksPade

variable {K : Type*} [Field K]

/-- The partial sum of the series with coefficients `c k`, containing the `N` terms of
degree below `N`. -/
noncomputable def partialSum (c : ℕ → K) (N : ℕ) : K[X] :=
  ∑ k ∈ Finset.range N, C (c k) * X ^ k

/-- The linear denominator `q = c_n - c_(n+1) X`. -/
noncomputable def padeDen (c : ℕ → K) (n : ℕ) : K[X] :=
  C (c n) - C (c (n + 1)) * X

/-- The numerator `p = q S + c_n² X^n`, where `S` is the sum of the terms of degree below `n`. -/
noncomputable def padeNum (c : ℕ → K) (n : ℕ) : K[X] :=
  padeDen c n * partialSum c n + C (c n) ^ 2 * X ^ n

/-- The second difference of three successive members `a`, `b`, `d` of a sequence. -/
def secondDiff {F : Type*} [Field F] (a b d : F) : F := d + a - 2 * b

/-- Shanks' transform of three successive members `a`, `b`, `d` of a sequence, meaningful
when their second difference is nonzero. -/
def shanks {F : Type*} [Field F] (a b d : F) : F := (d * a - b ^ 2) / secondDiff a b d

/-- Adding the term of degree `n` gives the next partial sum. -/
theorem partialSum_succ (c : ℕ → K) (n : ℕ) :
    partialSum c (n + 1) = partialSum c n + C (c n) * X ^ n := by
  simp only [partialSum, Finset.sum_range_succ]

/-- The numerator has degree at most `n` and the denominator has degree at most one. -/
theorem natDegree_le (c : ℕ → K) (n : ℕ) :
    (padeNum c n).natDegree ≤ n ∧ (padeDen c n).natDegree ≤ 1 := by
  have hq : (padeDen c n).natDegree ≤ 1 := by
    unfold padeDen
    compute_degree
  refine ⟨(natDegree_add_le _ _).trans (max_le ?_ ?_), hq⟩
  · -- each term of the partial sum is raised by at most one degree
    rw [partialSum, Finset.mul_sum]
    refine natDegree_sum_le_of_forall_le _ _ fun k hk => ?_
    have hk' := Finset.mem_range.mp hk
    exact (natDegree_mul_le_of_le hq (natDegree_C_mul_X_pow_le _ _)).trans (by omega)
  · rw [← C_pow]
    exact natDegree_C_mul_X_pow_le _ _

/-- The residual of `p - q S`, with `S` the partial sum through degree `n + 1`, is the single
term `c_(n+1)² X^(n+2)`. -/
theorem padeNum_sub (c : ℕ → K) (n : ℕ) :
    padeNum c n - padeDen c n * partialSum c (n + 2) = C (c (n + 1)) ^ 2 * X ^ (n + 2) := by
  rw [partialSum_succ c (n + 1), partialSum_succ c n, padeNum, padeDen]
  ring

/-- For the full formal series `f`, the combination `p - q f` has no terms of degree
below `n + 2`. -/
theorem series_order (c : ℕ → K) (n : ℕ) :
    (PowerSeries.X : PowerSeries K) ^ (n + 2) ∣
      (padeNum c n : PowerSeries K) - (padeDen c n : PowerSeries K) * PowerSeries.mk c := by
  -- the partial sum and the full series agree below degree n + 2
  have htail : (PowerSeries.X : PowerSeries K) ^ (n + 2) ∣
      (partialSum c (n + 2) : PowerSeries K) - PowerSeries.mk c := by
    refine PowerSeries.X_pow_dvd_iff.mpr fun m hm => ?_
    have hc : (partialSum c (n + 2)).coeff m = c m := by
      simp [partialSum, Polynomial.finsetSum_coeff, coeff_X_pow, hm]
    rw [map_sub, Polynomial.coeff_coe, PowerSeries.coeff_mk, hc, sub_self]
  have h : padeNum c n = padeDen c n * partialSum c (n + 2)
      + C (c (n + 1)) ^ 2 * X ^ (n + 2) := by
    linear_combination padeNum_sub c n
  obtain ⟨g, hg⟩ := htail
  rw [h]
  simp only [Polynomial.coe_add, Polynomial.coe_mul, Polynomial.coe_pow, Polynomial.coe_X]
  exact ⟨(padeDen c n : PowerSeries K) * g + (C (c (n + 1)) : PowerSeries K) ^ 2, by
    linear_combination (padeDen c n : PowerSeries K) * hg⟩

/-- If `P` has degree at most `n`, `Q` has degree at most one, and `X^(n+2)` divides `P - Q S` for
the partial sum `S` through degree `n + 1`, then `P q = p Q`. -/
theorem pade_unique (c : ℕ → K) (n : ℕ) (P Q : K[X])
    (hP : P.natDegree ≤ n) (hQ : Q.natDegree ≤ 1)
    (h : X ^ (n + 2) ∣ P - Q * partialSum c (n + 2)) :
    P * padeDen c n = padeNum c n * Q := by
  have hdvd : X ^ (n + 2) ∣ P * padeDen c n - padeNum c n * Q := by
    obtain ⟨g, hg⟩ := h
    exact ⟨g * padeDen c n - C (c (n + 1)) ^ 2 * Q, by
      linear_combination padeDen c n * hg - Q * padeNum_sub c n⟩
  -- the degree is too small for a nonzero multiple of X^(n+2)
  have hdeg : (P * padeDen c n - padeNum c n * Q).natDegree ≤ n + 1 :=
    (natDegree_sub_le _ _).trans (max_le
      (natDegree_mul_le_of_le hP (natDegree_le c n).2)
      (natDegree_mul_le_of_le (natDegree_le c n).1 hQ))
  exact sub_eq_zero.mp (eq_zero_of_dvd_of_natDegree_lt hdvd (by
    rw [natDegree_X_pow]
    omega))

/-- Under any ring homomorphism from polynomials to a field that keeps `X` and `q` nonzero,
the three partial sums have nonzero second difference and Shanks' transform `p / q`. -/
theorem shanks_map {F : Type*} [Field F] (φ : K[X] →+* F) (c : ℕ → K) (n : ℕ)
    (hx : φ X ≠ 0) (hq : φ (padeDen c n) ≠ 0) :
    secondDiff (φ (partialSum c n)) (φ (partialSum c (n + 1))) (φ (partialSum c (n + 2))) ≠ 0 ∧
    shanks (φ (partialSum c n)) (φ (partialSum c (n + 1))) (φ (partialSum c (n + 2)))
      = φ (padeNum c n) / φ (padeDen c n) := by
  -- numerator and denominator share the factor -X^n
  have hD : secondDiff (φ (partialSum c n)) (φ (partialSum c (n + 1)))
      (φ (partialSum c (n + 2))) = -(φ X ^ n * φ (padeDen c n)) := by
    rw [secondDiff, partialSum_succ c (n + 1), partialSum_succ c n, padeDen]
    simp only [map_add, map_sub, map_mul, map_pow]
    ring
  have hN : φ (partialSum c (n + 2)) * φ (partialSum c n) - φ (partialSum c (n + 1)) ^ 2
      = -(φ X ^ n * φ (padeNum c n)) := by
    rw [partialSum_succ c (n + 1), partialSum_succ c n, padeNum, padeDen]
    simp only [map_add, map_sub, map_mul, map_pow]
    ring
  constructor
  · rw [hD]
    exact neg_ne_zero.mpr (mul_ne_zero (pow_ne_zero n hx) hq)
  · rw [shanks, hN, hD, neg_div_neg_eq, mul_div_mul_left _ _ (pow_ne_zero n hx)]

/-- If `c_n ≠ 0`, then `q(0) ≠ 0`, `p` and `q` have degrees at most `n` and one, `p - q S` is
divisible by `X^(n+2)` for the partial sum `S` through degree `n + 1`, and Shanks' transform of
three successive partial sums is well defined and equals `p / q` as a rational function. -/
theorem shanks_eq_pade (c : ℕ → K) (n : ℕ) (hc : c n ≠ 0) :
    let ι := algebraMap K[X] (RatFunc K)
    (padeDen c n).eval 0 ≠ 0 ∧
    (padeNum c n).natDegree ≤ n ∧ (padeDen c n).natDegree ≤ 1 ∧
    X ^ (n + 2) ∣ padeNum c n - padeDen c n * partialSum c (n + 2) ∧
    secondDiff (ι (partialSum c n)) (ι (partialSum c (n + 1))) (ι (partialSum c (n + 2))) ≠ 0 ∧
    shanks (ι (partialSum c n)) (ι (partialSum c (n + 1))) (ι (partialSum c (n + 2)))
      = ι (padeNum c n) / ι (padeDen c n) := by
  intro ι
  have h0 : (padeDen c n).eval 0 ≠ 0 := by simpa [padeDen] using hc
  have hq : padeDen c n ≠ 0 := by
    intro h
    apply h0
    rw [h, eval_zero]
  have inj : Function.Injective ι := IsFractionRing.injective K[X] (RatFunc K)
  refine ⟨h0, (natDegree_le c n).1, (natDegree_le c n).2, ?_, ?_⟩
  · rw [padeNum_sub]
    exact dvd_mul_left _ _
  · exact shanks_map ι c n ((map_ne_zero_iff ι inj).mpr X_ne_zero)
      ((map_ne_zero_iff ι inj).mpr hq)

/-- At a nonzero coupling `x` with `q(x) ≠ 0`, the numerical partial sums have nonzero second
difference and their Shanks transform is `p(x) / q(x)`. -/
theorem shanks_eval (c : ℕ → K) (n : ℕ) (x : K) (hx : x ≠ 0)
    (hq : (padeDen c n).eval x ≠ 0) :
    secondDiff ((partialSum c n).eval x) ((partialSum c (n + 1)).eval x)
      ((partialSum c (n + 2)).eval x) ≠ 0 ∧
    shanks ((partialSum c n).eval x) ((partialSum c (n + 1)).eval x)
      ((partialSum c (n + 2)).eval x) = (padeNum c n).eval x / (padeDen c n).eval x := by
  simpa only [coe_evalRingHom] using
    shanks_map (evalRingHom x) c n (by simpa using hx) (by simpa only [coe_evalRingHom] using hq)

/-- Shanks' transform recovers `L` exactly from three values whose deviations from `L` form a
geometric progression with nonzero first term `a` and ratio `r ≠ 1`. -/
theorem shanks_geometric (L a r : K) (ha : a ≠ 0) (hr : r ≠ 1) :
    shanks (L + a) (L + a * r) (L + a * r ^ 2) = L := by
  have hD : secondDiff (L + a) (L + a * r) (L + a * r ^ 2) = a * (r - 1) ^ 2 := by
    unfold secondDiff
    ring
  have hne : a * (r - 1) ^ 2 ≠ 0 := mul_ne_zero ha (pow_ne_zero 2 (sub_ne_zero.mpr hr))
  rw [shanks, hD, div_eq_iff hne]
  ring

end ShanksPade
```

```lean
#print axioms ShanksPade.pade_unique
#print axioms ShanksPade.shanks_eq_pade
#print axioms ShanksPade.shanks_eval
#print axioms ShanksPade.shanks_geometric
```

```
'ShanksPade.pade_unique' depends on axioms: [propext, Classical.choice, Quot.sound]
'ShanksPade.shanks_eq_pade' depends on axioms: [propext, Classical.choice, Quot.sound]
'ShanksPade.shanks_eval' depends on axioms: [propext, Classical.choice, Quot.sound]
'ShanksPade.shanks_geometric' depends on axioms: [propext, Classical.choice, Quot.sound]
```

## From polynomials to one numerical coupling

In the file, `K` is an arbitrary field and `c : ℕ → K` is the list of coefficients; for energies, `K` would be the real numbers. `partialSum c N` is $T_N$, with `N` counting terms, while `padeNum c n` and `padeDen c n` are $p$ and $q$. `secondDiff` and `shanks` act on three elements of any field.

The main theorem, `shanks_eq_pade`, assumes only `c n ≠ 0`: the term added first, in going from $T_n$ to $T_{n+1}$, must be present. The map `ι` regards polynomials as elements of `RatFunc K`, the field of rational functions, where the division takes place. The nonzero second difference is part of the conclusion, so the equality doesn't rest on Lean's convention for division by zero.

`shanks_eval` is the version for a number `x`. It assumes `x ≠ 0` and $q(x)\ne0$, which keep the code away from the trivial coupling and from the zero of the denominator. For $n\ge1$ all three sums coincide at $x=0$, so the transform has nothing to extrapolate there.

The proofs follow the calculation above:

- `partialSum_succ` adds one term. `natDegree_le` distributes $q$ over the partial sum and bounds each product, with `omega` settling the arithmetic of the exponents.
- `padeNum_sub` expands the two added terms, and `ring` confirms the residual $c_{n+1}^2X^{n+2}$.
- `series_order` compares coefficients to show that $T_{n+2}$ and the full series agree below degree $n+2$, then combines this with the residual.
- `pade_unique` uses `linear_combination` for the identity behind $Pq-pQ$ and finishes by comparing degrees.
- `shanks_map` factors $-X^n$ out of numerator and denominator after any ring homomorphism into a field that keeps $X$ and $q$ nonzero. Applied to `ι` it gives the rational-function statement, and applied to evaluation at `x` it gives the numerical one.
- `shanks_geometric` computes the second difference, shows that it is nonzero, and clears the denominator.

All of this is algebra over a field. Floating-point rounding does not enter, and neither does the distance between $p(x)/q(x)$ and the true energy at a finite coupling. Matching coefficients through degree $n+1$ does not make the extrapolated value better than the last partial sum; that depends on how well one geometric tail describes the remaining terms.
